# Inverse-moment ratios of a positive definite matrix: nonincreasing upper bounds on the ground energy, converging to it given overlap with the ground eigenspace

Take a two-level system with energies $0 < E_0 < E'$, and a vector $x$ with weights $w > 0$ on the ground state and $w' > 0$ on the excited state. Its inverse moments are

$$m_k = \langle x, H^{-k}x\rangle = w\,E_0^{-k} + w'\,E'^{-k}.$$

The ratio of successive moments is a weighted mean of the two energies:

$$\frac{m_k}{m_{k+1}} = \frac{w E_0^{-(k+1)}\,E_0 + w' E'^{-(k+1)}\,E'}{w E_0^{-(k+1)} + w' E'^{-(k+1)}}.$$

Raising $k$ by one multiplies the relative weight of the excited state by $E_0/E' < 1$. The mean therefore falls, never passes below $E_0$, and tends to $E_0$. If $w = 0$, it stays at $E'$ for every $k$.

The same holds for any finite positive definite matrix $H$ and any $x \neq 0$: the ratios are nonincreasing and at least $E_0$, and they converge to $E_0$ if $x$ overlaps the ground eigenspace. Positive definiteness means that the zero of energy lies below the whole spectrum. A finite Hermitian Hamiltonian can be brought to this form by adding a constant, and $E_0$ is then the shifted ground energy.

For such a finite matrix, $m_{2j-1}/m_{2j}$ with $j \ge 1$ is the energy expectation value of the normalised inverse iterate $H^{-j}x$, which connects the bounds to inverse iteration as an eigenvalue solver.

## Moments, ratios and the ground energy

```lean
import Mathlib

open Matrix Filter Topology
open scoped ComplexOrder

namespace InverseMoments

noncomputable section

variable {n : Type*} [Fintype n] [DecidableEq n] {H : Matrix n n ℂ} {x : n → ℂ} {E₀ : ℝ}
```

The `variable` line fixes the setting: a finite index set `n`, a complex square matrix `H`, a complex vector `x` and a real number `E₀`. Nothing is assumed about them yet; each theorem names its own hypotheses.

```lean
/-- The inverse moment `m_k = ⟨x, H^(-k) x⟩` of an invertible Hermitian `H`. -/
def moment (H : Matrix n n ℂ) (x : n → ℂ) (k : ℕ) : ℝ := (star x ⬝ᵥ (H⁻¹ ^ k) *ᵥ x).re
```

This is $m_k = \mathrm{Re}\,\langle x, H^{-k}x\rangle$ for $k = 0, 1, 2, \dots$. The symbol `⬝ᵥ` is the sum of products of components, `star x` is the complex conjugate of $x$, and `*ᵥ` applies a matrix to a vector. The inner product is thus conjugate-linear in its first argument. The real part turns the result into a real number, and for positive definite $H$ it discards nothing.

The vector need not be normalised: $m_0 = \|x\|^2$, and the expectation value of $H^{-k}$ in the normalised state is $m_k/m_0$.

```lean
/-- The ratio `m_k / m_(k+1)`, meant for positive definite `H` and nonzero `x`. -/
def ratio (H : Matrix n n ℂ) (x : n → ℂ) (k : ℕ) : ℝ := moment H x k / moment H x (k + 1)
```

Multiplying $x$ by a nonzero complex number changes both moments by the same factor, which cancels in this quotient. For given $H$ and $k$, the ratio therefore depends only on the physical state that $x$ represents.

```lean
/-- `E₀` is the ground energy: the least real eigenvalue of `H`. -/
def IsGroundEnergy (H : Matrix n n ℂ) (E₀ : ℝ) : Prop :=
  IsLeast {E : ℝ | ∃ v : n → ℂ, v ≠ 0 ∧ H *ᵥ v = (E : ℂ) • v} E₀
```

`IsLeast` says two things: $E_0$ belongs to the set of real numbers $E$ for which $Hv = Ev$ has a nonzero solution, and no member of that set is smaller.

## Expansion in eigenstates

```lean
/-- The `i`-th vector of an orthonormal eigenbasis of `H`. -/
def state (hH : H.PosDef) (i : n) : n → ℂ := (hH.isHermitian.eigenvectorBasis i).ofLp
```

The argument `hH : H.PosDef` is a proof that $H$ is positive definite, which in Mathlib includes being Hermitian. From it Lean obtains an orthonormal eigenbasis, whose $i$-th vector is written $|i\rangle$ below.

```lean
/-- The energy of the `i`-th eigenstate. -/
def level (hH : H.PosDef) (i : n) : ℝ := hH.isHermitian.eigenvalues i
```

This is the eigenvalue $E_i$ belonging to $|i\rangle$. The index $i$ runs over `n` in no assumed energy order, and the subscript in $E_0$ is part of a name, not a value of $i$.

```lean
/-- The spectral weight `|⟨i, x⟩|²` of `x` on the `i`-th eigenstate. -/
def weight (hH : H.PosDef) (x : n → ℂ) (i : n) : ℝ := ‖star (state hH i) ⬝ᵥ x‖ ^ 2
```

The weight is $w_i = |\langle i, x\rangle|^2$. For normalised $x$ it is the probability of finding the system in $|i\rangle$; in general that probability is $w_i/m_0$.

```lean
/-- The eigenstates of a positive definite `H` solve the eigenvalue equation and resolve the
identity. -/
theorem eigenbasis (hH : H.PosDef) :
    (∀ i, H *ᵥ state hH i = (level hH i : ℂ) • state hH i) ∧ ∀ x y : n → ℂ,
      ∑ i, (star x ⬝ᵥ state hH i) * (star (state hH i) ⬝ᵥ y) = star x ⬝ᵥ y := by
  constructor
  · intro i
    refine (hH.isHermitian.mulVec_eigenvectorBasis i).trans ?_
    ext j
    simp [state, level]
  · intro x y
    have h := hH.isHermitian.eigenvectorBasis.sum_inner_mul_inner
      (WithLp.toLp 2 x) (WithLp.toLp 2 y)
    simp only [EuclideanSpace.inner_eq_star_dotProduct] at h
    rw [dotProduct_comm (star x) y]
    refine (Finset.sum_congr rfl fun i _ => ?_).trans h
    rw [dotProduct_comm (star x), dotProduct_comm (star (state hH i))]
    rfl
```

The two statements are

$$H|i\rangle = E_i|i\rangle, \qquad \sum_i \langle x, i\rangle\langle i, y\rangle = \langle x, y\rangle.$$

Both come from Mathlib's spectral theorem for Hermitian matrices. The proof translates them into the dot-product notation used here.

```lean
/-- A positive definite `H` multiplies the amplitude on an eigenstate by its energy. -/
theorem amplitude (hH : H.PosDef) (x : n → ℂ) (i : n) :
    star (state hH i) ⬝ᵥ H *ᵥ x = (level hH i : ℂ) * (star (state hH i) ⬝ᵥ x) := by
  have h := congrArg star ((eigenbasis hH).1 i)
  rw [Matrix.star_mulVec, hH.isHermitian.eq] at h
  rw [Matrix.dotProduct_mulVec, h, ← smul_eq_mul, ← smul_dotProduct]
  congr 1
  ext j
  simp
```

By hand, take the adjoint of $H|i\rangle = E_i|i\rangle$. Since $H$ is Hermitian and $E_i$ is real, $\langle i|H = E_i\langle i|$, and therefore $\langle i, Hx\rangle = E_i\langle i, x\rangle$. In Lean, `congrArg star` takes the conjugate of both sides, and `hH.isHermitian.eq` replaces the adjoint of $H$ by $H$.

```lean
/-- For positive definite `H`, applying `H^(-k)` divides the amplitude on an eigenstate by the
`k`-th power of its energy. -/
theorem amplitude_inv_pow (hH : H.PosDef) (x : n → ℂ) (i : n) (k : ℕ) :
    star (state hH i) ⬝ᵥ (H⁻¹ ^ k) *ᵥ x
      = (level hH i : ℂ)⁻¹ ^ k * (star (state hH i) ⬝ᵥ x) := by
  have hE : (level hH i : ℂ) ≠ 0 := Complex.ofReal_ne_zero.mpr (hH.eigenvalues_pos i).ne'
  induction k with
  | zero => simp
  | succ k ih =>
    have h := amplitude hH (H⁻¹ *ᵥ ((H⁻¹ ^ k) *ᵥ x)) i
    rw [Matrix.mulVec_mulVec _ H, Matrix.mul_nonsing_inv H (isUnit_iff_ne_zero.mpr hH.det_pos.ne'),
      Matrix.one_mulVec, ih] at h
    rw [pow_succ' H⁻¹, ← Matrix.mulVec_mulVec, pow_succ' (level hH i : ℂ)⁻¹, mul_assoc, h,
      inv_mul_cancel_left₀ hE]
```

The claim is $\langle i, H^{-k}x\rangle = E_i^{-k}\langle i, x\rangle$, proved by induction on $k$. The case $k = 0$ is immediate. For the step, put $y = H^{-k}x$ and apply the previous theorem to $H^{-1}y$:

$$\langle i, y\rangle = \langle i, H H^{-1}y\rangle = E_i\langle i, H^{-1}y\rangle.$$

Dividing by $E_i > 0$ and inserting the induction hypothesis `ih` gives $\langle i, H^{-(k+1)}x\rangle = E_i^{-(k+1)}\langle i, x\rangle$. The cancellation $HH^{-1} = 1$ is justified by the positive determinant.

```lean
/-- For positive definite `H` the moment is the weighted sum `m_k = ∑ w_i E_i^(-k)`. -/
theorem moment_eq_sum (hH : H.PosDef) (x : n → ℂ) (k : ℕ) :
    moment H x k = ∑ i, weight hH x i * (level hH i)⁻¹ ^ k := by
  rw [moment, ← (eigenbasis hH).2, Complex.re_sum]
  refine Finset.sum_congr rfl fun i _ => ?_
  have hc : star x ⬝ᵥ state hH i = star (star (state hH i) ⬝ᵥ x) := by
    rw [Matrix.star_dotProduct]
  rw [amplitude_inv_pow, hc, weight]
  generalize star (state hH i) ⬝ᵥ x = c
  have h3 : star c * c = (‖c‖ : ℂ) ^ 2 := Complex.conj_mul' c
  have h4 : star c * ((level hH i : ℂ)⁻¹ ^ k * c)
      = ((‖c‖ ^ 2 * (level hH i)⁻¹ ^ k : ℝ) : ℂ) := by
    rw [mul_left_comm, h3, mul_comm]
    push_cast
    rfl
  rw [h4, Complex.ofReal_re]
```

Insert the resolution of the identity between $x$ and $H^{-k}x$:

$$m_k = \mathrm{Re}\sum_i \langle x, i\rangle\langle i, H^{-k}x\rangle = \sum_i |\langle i, x\rangle|^2 E_i^{-k} = \sum_i w_i E_i^{-k}.$$

The proof follows this line. The fact `hc` states $\langle x, i\rangle = \overline{\langle i, x\rangle}$, and `h3` states $\bar c\,c = |c|^2$ for the amplitude $c = \langle i, x\rangle$.

```lean
/-- All inverse moments of a nonzero vector are positive when `H` is positive definite. -/
theorem moment_pos (hH : H.PosDef) (hx : x ≠ 0) (k : ℕ) : 0 < moment H x k := by
  have hs : ∑ i, (star x ⬝ᵥ state hH i) * (star (state hH i) ⬝ᵥ x) ≠ 0 := by
    rw [(eigenbasis hH).2]
    exact mt dotProduct_star_self_eq_zero.mp hx
  obtain ⟨i, -, hi⟩ := Finset.exists_ne_zero_of_sum_ne_zero hs
  have hp : ∀ j, 0 < (level hH j)⁻¹ ^ k := fun j => pow_pos (inv_pos.mpr (hH.eigenvalues_pos j)) k
  rw [moment_eq_sum hH]
  exact Finset.sum_pos' (fun j _ => mul_nonneg (sq_nonneg _) (hp j).le) ⟨i, Finset.mem_univ i,
    mul_pos (pow_pos (norm_pos_iff.mpr (right_ne_zero_of_mul hi)) 2) (hp i)⟩
```

Since $x \neq 0$, the sum $\sum_i \langle x, i\rangle\langle i, x\rangle = \langle x, x\rangle$ is nonzero, so at least one of its terms is nonzero and the corresponding $w_i$ is positive. All factors $E_i^{-k}$ are positive and no weight is negative, hence $m_k > 0$. Every ratio therefore has a positive denominator.

## Monotonicity and the lower bound

```lean
/-- For positive definite `H` and nonzero `x` the ratios `m_k / m_(k+1)` are nonincreasing. -/
theorem ratio_antitone (hH : H.PosDef) (hx : x ≠ 0) : Antitone (ratio H x) := by
  refine antitone_nat_of_succ_le fun k => ?_
  rw [ratio, ratio, div_le_div_iff₀ (moment_pos hH hx _) (moment_pos hH hx _), ← sq,
    moment_eq_sum hH x k, moment_eq_sum hH x (k + 1), moment_eq_sum hH x (k + 1 + 1)]
  have hp : ∀ i (q : ℕ), 0 ≤ weight hH x i * (level hH i)⁻¹ ^ q := fun i q =>
    mul_nonneg (sq_nonneg _) (pow_nonneg (inv_nonneg.mpr (hH.eigenvalues_pos i).le) q)
  -- Cauchy-Schwarz for the spectral weights
  exact Finset.sum_sq_le_sum_mul_sum_of_sq_le_mul _ (fun i _ => hp i _) (fun i _ => hp i _)
    fun i _ => le_of_eq (by ring)
```

`Antitone` means nonincreasing, and it suffices to compare neighbours. Apply the Cauchy-Schwarz inequality to $a_i = \sqrt{w_i E_i^{-k}}$ and $b_i = \sqrt{w_i E_i^{-(k+2)}}$, whose product is $a_i b_i = w_i E_i^{-(k+1)}$:

$$m_{k+1}^2 = \Big(\sum_i a_i b_i\Big)^2 \le \sum_i a_i^2 \sum_i b_i^2 = m_k\,m_{k+2}.$$

Dividing by the positive number $m_{k+1}m_{k+2}$ gives $m_{k+1}/m_{k+2} \le m_k/m_{k+1}$.

Lean goes through the same steps in reverse: `div_le_div_iff₀` clears the denominators, and a Mathlib form of Cauchy-Schwarz finishes. That form avoids square roots by asking only that the square of each middle term be at most the product of the outer two. Here they are equal, which `ring` confirms.

```lean
/-- For positive definite `H` and nonzero `x` no ratio lies below the ground energy. -/
theorem ground_le_ratio (hH : H.PosDef) (hx : x ≠ 0) (hE : IsGroundEnergy H E₀) (k : ℕ) :
    E₀ ≤ ratio H x k := by
  rw [ratio, le_div_iff₀ (moment_pos hH hx _), moment_eq_sum hH x k,
    moment_eq_sum hH x (k + 1), Finset.mul_sum]
  refine Finset.sum_le_sum fun i _ => ?_
  have hl : 0 < level hH i := hH.eigenvalues_pos i
  have hmin : E₀ ≤ level hH i :=
    hE.2 ⟨state hH i, fun h0 => hH.isHermitian.eigenvectorBasis.orthonormal.ne_zero i
      (by ext j; exact congrFun h0 j), (eigenbasis hH).1 i⟩
  have h1 : E₀ * (level hH i)⁻¹ ≤ 1 := by
    rw [← div_eq_mul_inv]
    exact (div_le_one hl).mpr hmin
  calc E₀ * (weight hH x i * (level hH i)⁻¹ ^ (k + 1))
      = weight hH x i * (level hH i)⁻¹ ^ k * (E₀ * (level hH i)⁻¹) := by ring
    _ ≤ weight hH x i * (level hH i)⁻¹ ^ k := mul_le_of_le_one_right
        (mul_nonneg (sq_nonneg _) (pow_nonneg (inv_nonneg.mpr hl.le) k)) h1
```

Each $E_i$ is an eigenvalue, so $E_0 \le E_i$ and $E_0/E_i \le 1$. Comparing term by term,

$$E_0\,m_{k+1} = \sum_i w_i E_i^{-k}\,\frac{E_0}{E_i} \le \sum_i w_i E_i^{-k} = m_k,$$

and division by $m_{k+1} > 0$ gives $E_0 \le m_k/m_{k+1}$. In the proof, `hE.2` is the half of `IsGroundEnergy` that says no eigenvalue is smaller, `hmin` is $E_0 \le E_i$, and the `calc` block is the comparison of single terms.

## Convergence when the ground state is present

```lean
/-- If `x` overlaps an eigenvector of the positive definite `H` at energy `E`, then some basis
eigenstate with energy `E` has positive weight in `x`. -/
theorem exists_weight_pos (hH : H.PosDef) {E : ℝ} {v : n → ℂ} (hv : H *ᵥ v = (E : ℂ) • v)
    (hvx : star v ⬝ᵥ x ≠ 0) : ∃ i, level hH i = E ∧ 0 < weight hH x i := by
  rw [← (eigenbasis hH).2 v x] at hvx
  obtain ⟨i, -, hi⟩ := Finset.exists_ne_zero_of_sum_ne_zero hvx
  refine ⟨i, ?_, pow_pos (norm_pos_iff.mpr (right_ne_zero_of_mul hi)) 2⟩
  have hc : star (state hH i) ⬝ᵥ v ≠ 0 := by
    intro h0
    apply left_ne_zero_of_mul hi
    rw [Matrix.star_dotProduct, h0, star_zero]
  have h := amplitude hH v i
  rw [hv, dotProduct_smul, smul_eq_mul] at h
  exact_mod_cast (mul_right_cancel₀ hc h).symm
```

A degenerate level has many eigenvectors, and the $v$ that overlaps $x$ need not be one of the chosen basis states. Suppose $Hv = Ev$ and $\langle v, x\rangle \neq 0$. Expanding $\langle v, x\rangle = \sum_i \langle v, i\rangle\langle i, x\rangle$, some term is nonzero, so for that $i$ both $\langle i, v\rangle \neq 0$ and $w_i > 0$. Moreover

$$E\langle i, v\rangle = \langle i, Hv\rangle = E_i\langle i, v\rangle,$$

and cancelling the nonzero amplitude gives $E_i = E$.

```lean
/-- Inverse-moment bounds: for positive definite `H` with ground energy `E₀` and nonzero `x`, the
ratios `m_k / m_(k+1)` are nonincreasing and at least `E₀`, and they converge to `E₀` if `x` has
nonzero projection on the ground eigenspace. -/
theorem inverse_moment_bounds (hH : H.PosDef) (hx : x ≠ 0) (hE : IsGroundEnergy H E₀) :
    Antitone (ratio H x) ∧ (∀ k, E₀ ≤ ratio H x k) ∧
      ((∃ v : n → ℂ, H *ᵥ v = (E₀ : ℂ) • v ∧ star v ⬝ᵥ x ≠ 0) →
        Tendsto (ratio H x) atTop (𝓝 E₀)) := by
  refine ⟨ratio_antitone hH hx, ground_le_ratio hH hx hE, ?_⟩
  rintro ⟨v, hv, hvx⟩
  obtain ⟨i, hi, hw⟩ := exists_weight_pos hH hv hvx
  have hpos : 0 < E₀ := hi ▸ hH.eigenvalues_pos i
  refine tendsto_atTop_isGLB (ratio_antitone hH hx)
    ⟨by rintro _ ⟨k, rfl⟩; exact ground_le_ratio hH hx hE k,
      fun L hL => le_of_not_gt fun hlt => ?_⟩
  -- a lower bound L > E₀ would give m_k ≤ m_0 L^(-k), which the ground-state part of m_k outgrows
  have hb : ∀ k : ℕ, L ^ k * moment H x k ≤ moment H x 0 := by
    intro k
    induction k with
    | zero => simp
    | succ k ih =>
      have h : L ≤ ratio H x k := hL ⟨k, rfl⟩
      rw [ratio, le_div_iff₀ (moment_pos hH hx _)] at h
      rw [pow_succ, mul_assoc]
      exact (mul_le_mul_of_nonneg_left h (pow_nonneg (hpos.trans hlt).le k)).trans ih
  obtain ⟨k, hk⟩ := pow_unbounded_of_one_lt (moment H x 0 / weight hH x i)
    ((one_lt_div hpos).mpr hlt)
  rw [div_lt_iff₀ hw] at hk
  have hs : weight hH x i * E₀⁻¹ ^ k ≤ moment H x k := by
    rw [moment_eq_sum hH, ← hi]
    exact Finset.single_le_sum (f := fun j => weight hH x j * (level hH j)⁻¹ ^ k)
      (fun j _ => mul_nonneg (sq_nonneg _)
        (pow_nonneg (inv_nonneg.mpr (hH.eigenvalues_pos j).le) k)) (Finset.mem_univ i)
  have h2 := (mul_le_mul_of_nonneg_left hs (pow_nonneg (hpos.trans hlt).le k)).trans (hb k)
  have e : (L / E₀) ^ k * weight hH x i = L ^ k * (weight hH x i * E₀⁻¹ ^ k) := by
    rw [div_eq_mul_inv, mul_pow]
    ring
  linarith

end

end InverseMoments
```

The conclusion has three parts joined by `∧`: the ratios are nonincreasing, each is at least $E_0$, and they tend to $E_0$ if some $v$ satisfies $Hv = E_0v$ and $\langle v, x\rangle \neq 0$. That last condition says that $x$ has a nonzero projection on the ground eigenspace. The first two parts do not need it.

For the limit, a nonincreasing sequence that is bounded below converges to its greatest lower bound (`tendsto_atTop_isGLB`). It remains to show that no lower bound $L$ exceeds $E_0$. Suppose one did. Then $L\,m_{k+1} \le m_k$ for all $k$, and induction gives `hb`:

$$L^k m_k \le m_0.$$

The previous theorem supplies a state $i$ with $E_i = E_0$ and $w_i > 0$. Keeping only its term in the moment gives `hs`, namely $w_i E_0^{-k} \le m_k$. Together,

$$\left(\frac{L}{E_0}\right)^k w_i \le m_0 \quad\text{for every } k.$$

Since $L/E_0 > 1$, the left side grows without limit. `pow_unbounded_of_one_lt` picks a $k$ at which it exceeds $m_0$, and `linarith` closes the contradiction.

The theorem gives no rate of convergence, and it concerns finite matrices whose inverse is applied without error.

```lean
#print axioms InverseMoments.inverse_moment_bounds
```

```
'InverseMoments.inverse_moment_bounds' depends on axioms: [propext, Classical.choice, Quot.sound]
```
